# A correction that makes a quadratic energy of two spin occupations flat on each side of one electron

## A quadratic energy for one orbital

The energy of a single localised orbital is modelled here as a quadratic polynomial in two real numbers, the occupations $a$ and $b$ of its two spin channels. The six coefficients are constants, so they do not respond when the occupations change:

$$E(a,b) = e_0 + v_a a + v_b b + \tfrac{p}{2}a^2 + \tfrac{q}{2}b^2 + r\,ab .$$

The constants $p$ and $q$ are the curvatures of the energy with respect to each spin occupation separately, and $r$ is the mixed second derivative, which couples opposite spins. The physical occupations fill the unit square $0\le a\le 1$, $0\le b\le 1$. Its corners are the empty orbital $(0,0)$, the two one-electron states $(1,0)$ and $(0,1)$, and the doubly occupied orbital $(1,1)$.

For an exact functional, the flat-plane condition says that the energy of such a one-orbital system, the hydrogen atom being the usual example, consists of two planes over this square that meet along the line $a+b=1$. Approximate density functionals typically give a curved surface instead. Corrections of the DFT+U kind add terms such as $\tfrac{p}{2}a(1-a)$, which vanish at integer occupation and remove curvature in between. The correction studied here also treats the coupling between the spins:

$$C(a,b) = \tfrac{p}{2}a(1-a) + \tfrac{q}{2}b(1-b) - r\min\bigl(ab,\,(1-a)(1-b)\bigr).$$

## Two planes fixed by four corner energies

Write $\tilde E = E + C$ for the corrected energy. The main theorem, `flat_plane`, says that $\tilde E$ is affine on the lower triangle $a+b\le 1$ of the square, affine on the upper triangle $a+b\ge 1$, and equal to $E$ at all four corners. Three further theorems add that

- any function with these properties agrees with $\tilde E$ on the whole square;
- along $a+b=1$, $\tilde E$ is constant exactly when $E(0,1)=E(1,0)$;
- $\tilde E$ is convex on the square exactly when $E(1,0)+E(0,1)\le E(0,0)+E(1,1)$.

In Lean, the structure `QuadraticEnergy` holds the six coefficients as real numbers, with no restriction on their signs. The functions `energy`, `correction` and `corrected` are $E$, $C$ and $\tilde E$. They are defined for all real $a$ and $b$, and the sets `unitSquare`, `lowerTriangle` and `upperTriangle` select the physical region. Both triangles include the line $a+b=1$.

The predicate `AffineOn F S` says that there are fixed numbers $k,u,v$ with $F(a,b)=k+ua+vb$ at every point of $S$. The coefficients may differ between the triangles, but not from point to point within one of them.

For electronic-structure practice, the result shows which function of the occupations restores the flat-plane shape when the energy of a single orbital is exactly quadratic with known coefficients. It does not derive the flat-plane condition for the exact functional. The corner energies are those of the original model, so errors at integer occupation remain. Several orbitals, occupation matrices with off-diagonal elements, self-consistent relaxation and the determination of $p$, $q$ and $r$ are not treated.

## The minimum becomes an excess over one electron

In the sum $E+C$ the squares cancel, because $\tfrac{p}{2}a^2+\tfrac{p}{2}a(1-a)=\tfrac{p}{2}a$, and likewise for $b$. This leaves

$$\tilde E(a,b) = e_0 + \left(v_a+\tfrac{p}{2}\right)a + \left(v_b+\tfrac{q}{2}\right)b + r\bigl[ab-\min\bigl(ab,(1-a)(1-b)\bigr)\bigr].$$

The bracket is $\max\bigl(0,\,ab-(1-a)(1-b)\bigr)$. Since

$$ab-(1-a)(1-b)=a+b-1,$$

the minimum changes branch exactly at one electron in total, and

$$\tilde E(a,b) = e_0 + \left(v_a+\tfrac{p}{2}\right)a + \left(v_b+\tfrac{q}{2}\right)b + r\max(0,\,a+b-1).$$

On the lower triangle the last term is zero, and the plane has coefficients

$$k=e_0,\qquad u=v_a+\tfrac{p}{2},\qquad v=v_b+\tfrac{q}{2}.$$

On the upper triangle it equals $r(a+b-1)$, and the coefficients become

$$k=e_0-r,\qquad u=v_a+\tfrac{p}{2}+r,\qquad v=v_b+\tfrac{q}{2}+r.$$

If $r=0$, the two planes are one and the same.

At the corners, both $a(1-a)$ and $b(1-b)$ vanish. The minimum vanishes too: at $(0,0)$ it is $\min(0,1)$, at $(1,1)$ it is $\min(1,0)$, and at the other two corners both arguments are zero. Hence $C=0$ and $\tilde E=E$ there. The four values are

$$\begin{aligned}
E(0,0)&=e_0, & E(1,0)&=e_0+v_a+\tfrac{p}{2},\\
E(0,1)&=e_0+v_b+\tfrac{q}{2}, & E(1,1)&=e_0+v_a+v_b+\tfrac{p}{2}+\tfrac{q}{2}+r.
\end{aligned}$$

## Three corners determine each plane

Let $F$ be affine on both triangles and equal to $E$ at the corners. On the lower triangle $F=k+ua+vb$, and the corners $(0,0)$, $(1,0)$ and $(0,1)$ give

$$k=E(0,0),\qquad u=E(1,0)-E(0,0),\qquad v=E(0,1)-E(0,0).$$

On the upper triangle the corners $(1,0)$, $(0,1)$ and $(1,1)$ give

$$u=E(1,1)-E(0,1),\qquad v=E(1,1)-E(1,0),\qquad k=E(1,0)+E(0,1)-E(1,1).$$

Inserting the corner values reproduces the coefficients of $\tilde E$ in both cases. The two triangles cover the square, so $F=\tilde E$ on all of it.

## One electron shared between the spins

On the line $b=1-a$ the maximum is zero, and

$$\tilde E(a,1-a)=a\,E(1,0)+(1-a)\,E(0,1).$$

If the two one-electron energies agree, this is $E(1,0)$ for every $a$. Conversely, if it is constant for $a$ between 0 and 1, the constant is its value $E(1,0)$ at $a=1$, and $a=0$ then gives $E(0,1)=E(1,0)$. For an isolated orbital without a magnetic field, spin symmetry makes these two energies equal, and a constant energy on this line is then the fractional-spin condition. In the model the equality reads $v_a+p/2=v_b+q/2$. It is not assumed in the other theorems.

## Convexity and the sign of the coupling

The corner values give

$$E(0,0)+E(1,1)-E(1,0)-E(0,1)=r,$$

so the convexity criterion is $r\ge 0$. Physically, it compares two copies of the orbital that do not interact with each other: holding one electron each, with opposite spins, they have no more energy than one empty and one doubly occupied copy.

The criterion is necessary because the centre of the square is the midpoint between $(0,0)$ and $(1,1)$. Convexity there requires

$$\tilde E\left(\tfrac12,\tfrac12\right)=\tfrac12\bigl[E(1,0)+E(0,1)\bigr]\le\tfrac12\bigl[E(0,0)+E(1,1)\bigr].$$

For sufficiency, set $g(a,b)=\max(0,a+b-1)$ and take points $x=(x_1,x_2)$ and $y=(y_1,y_2)$ with weights $s,t\ge0$, $s+t=1$. At the mixed point $sx+ty$ the excess over one electron satisfies

$$s(x_1+x_2-1)+t(y_1+y_2-1)\le s\,g(x)+t\,g(y).$$

The right-hand side is also non-negative, so $g(sx+ty)\le s\,g(x)+t\,g(y)$. Multiplying by $r\ge0$ and adding the affine part, which satisfies the relation with equality, proves that $\tilde E$ is convex.

## The complete Lean file

```lean
import Mathlib

open Set

namespace FlatPlaneCorrection

noncomputable section

/-- Coefficients of a quadratic energy in two spin occupations: a constant `e0`, linear terms
`va`, `vb`, same-spin curvatures `p`, `q` and the opposite-spin coupling `r`. -/
structure QuadraticEnergy where
  e0 : ℝ
  va : ℝ
  vb : ℝ
  p : ℝ
  q : ℝ
  r : ℝ

/-- The uncorrected energy at spin occupations `a` and `b`. -/
def QuadraticEnergy.energy (E : QuadraticEnergy) (a b : ℝ) : ℝ :=
  E.e0 + E.va * a + E.vb * b + E.p / 2 * a ^ 2 + E.q / 2 * b ^ 2 + E.r * a * b

/-- The flat-plane correction, built from the second-order coefficients alone. -/
def QuadraticEnergy.correction (E : QuadraticEnergy) (a b : ℝ) : ℝ :=
  E.p / 2 * (a * (1 - a)) + E.q / 2 * (b * (1 - b)) - E.r * min (a * b) ((1 - a) * (1 - b))

/-- The corrected energy: the quadratic energy plus the flat-plane correction. -/
def QuadraticEnergy.corrected (E : QuadraticEnergy) (a b : ℝ) : ℝ :=
  E.energy a b + E.correction a b

/-- The square of spin occupations between zero and one. -/
def unitSquare : Set (ℝ × ℝ) := Icc 0 1 ×ˢ Icc 0 1

/-- The part of the unit square with at most one electron in total. -/
def lowerTriangle : Set (ℝ × ℝ) := {x | 0 ≤ x.1 ∧ 0 ≤ x.2 ∧ x.1 + x.2 ≤ 1}

/-- The part of the unit square with at least one electron in total. -/
def upperTriangle : Set (ℝ × ℝ) := {x | x.1 ≤ 1 ∧ x.2 ≤ 1 ∧ 1 ≤ x.1 + x.2}

/-- A function of two occupations is affine on a region if it coincides there with a plane. -/
def AffineOn (F : ℝ → ℝ → ℝ) (S : Set (ℝ × ℝ)) : Prop :=
  ∃ k u v : ℝ, ∀ a b : ℝ, (a, b) ∈ S → F a b = k + u * a + v * b

/-- The corrected energy is a plane plus `r` times the positive part of the excess of the total
occupation over one electron. -/
theorem corrected_eq (E : QuadraticEnergy) (a b : ℝ) :
    E.corrected a b = E.e0 + (E.va + E.p / 2) * a + (E.vb + E.q / 2) * b
      + E.r * max 0 (a + b - 1) := by
  unfold QuadraticEnergy.corrected QuadraticEnergy.correction QuadraticEnergy.energy
  -- the minimum changes branch exactly at one electron in total
  rcases le_total (a + b) 1 with h | h
  · have h1 : a * b ≤ (1 - a) * (1 - b) := by nlinarith
    have h2 : a + b - 1 ≤ 0 := by linarith
    rw [min_eq_left h1, max_eq_left h2]
    ring
  · have h1 : (1 - a) * (1 - b) ≤ a * b := by nlinarith
    have h2 : 0 ≤ a + b - 1 := by linarith
    rw [min_eq_right h1, max_eq_right h2]
    ring

/-- At integer spin occupations the corrected energy equals the original energy. -/
theorem corrected_corner (E : QuadraticEnergy) (a b : ℝ) (ha : a = 0 ∨ a = 1)
    (hb : b = 0 ∨ b = 1) : E.corrected a b = E.energy a b := by
  rw [corrected_eq]
  unfold QuadraticEnergy.energy
  rcases ha with rfl | rfl <;> rcases hb with rfl | rfl
  · rw [max_eq_left (show (0 : ℝ) + 0 - 1 ≤ 0 by norm_num)]; ring
  · rw [max_eq_left (show (0 : ℝ) + 1 - 1 ≤ 0 by norm_num)]; ring
  · rw [max_eq_left (show (1 : ℝ) + 0 - 1 ≤ 0 by norm_num)]; ring
  · rw [max_eq_right (show (0 : ℝ) ≤ 1 + 1 - 1 by norm_num)]; ring

/-- The corrected energy is affine on each of the two triangles of the unit square and equals
the original energy at all four corners. -/
theorem flat_plane (E : QuadraticEnergy) :
    AffineOn E.corrected lowerTriangle ∧ AffineOn E.corrected upperTriangle ∧
      ∀ a b : ℝ, (a = 0 ∨ a = 1) → (b = 0 ∨ b = 1) → E.corrected a b = E.energy a b := by
  refine ⟨⟨E.e0, E.va + E.p / 2, E.vb + E.q / 2, ?_⟩,
    ⟨E.e0 - E.r, E.va + E.p / 2 + E.r, E.vb + E.q / 2 + E.r, ?_⟩, corrected_corner E⟩
  · rintro a b ⟨_, _, h⟩
    have h' : a + b ≤ 1 := h
    have h2 : a + b - 1 ≤ 0 := by linarith
    rw [corrected_eq, max_eq_left h2]
    ring
  · rintro a b ⟨_, _, h⟩
    have h' : 1 ≤ a + b := h
    have h2 : 0 ≤ a + b - 1 := by linarith
    rw [corrected_eq, max_eq_right h2]
    ring

/-- Any function that is affine on both triangles and equals the original energy at the four
corners coincides with the corrected energy on the whole unit square. -/
theorem flat_plane_unique (E : QuadraticEnergy) (F : ℝ → ℝ → ℝ)
    (hl : AffineOn F lowerTriangle) (hu : AffineOn F upperTriangle)
    (hc : ∀ a b : ℝ, (a = 0 ∨ a = 1) → (b = 0 ∨ b = 1) → F a b = E.energy a b)
    (a b : ℝ) (hab : (a, b) ∈ unitSquare) : F a b = E.corrected a b := by
  obtain ⟨⟨ha0, ha1⟩, ⟨hb0, hb1⟩⟩ := hab
  have c00 := hc 0 0 (Or.inl rfl) (Or.inl rfl)
  have c10 := hc 1 0 (Or.inr rfl) (Or.inl rfl)
  have c01 := hc 0 1 (Or.inl rfl) (Or.inr rfl)
  have c11 := hc 1 1 (Or.inr rfl) (Or.inr rfl)
  unfold QuadraticEnergy.energy at c00 c10 c01 c11
  -- on each triangle three corner energies determine the plane
  rcases le_total (a + b) 1 with h | h
  · obtain ⟨k, u, v, hF⟩ := hl
    have f00 := hF 0 0 (by norm_num [lowerTriangle])
    have f10 := hF 1 0 (by norm_num [lowerTriangle])
    have f01 := hF 0 1 (by norm_num [lowerTriangle])
    have hk : k = E.e0 := by linarith
    have hu' : u = E.va + E.p / 2 := by linarith
    have hv : v = E.vb + E.q / 2 := by linarith
    have h2 : a + b - 1 ≤ 0 := by linarith
    rw [hF a b ⟨ha0, hb0, h⟩, corrected_eq, max_eq_left h2, hk, hu', hv]
    ring
  · obtain ⟨k, u, v, hF⟩ := hu
    have f11 := hF 1 1 (by norm_num [upperTriangle])
    have f10 := hF 1 0 (by norm_num [upperTriangle])
    have f01 := hF 0 1 (by norm_num [upperTriangle])
    have hk : k = E.e0 - E.r := by linarith
    have hu' : u = E.va + E.p / 2 + E.r := by linarith
    have hv : v = E.vb + E.q / 2 + E.r := by linarith
    have h2 : 0 ≤ a + b - 1 := by linarith
    rw [hF a b ⟨ha1, hb1, h⟩, corrected_eq, max_eq_right h2, hk, hu', hv]
    ring

/-- With one electron in total, the corrected energy is independent of how the electron is
divided between the spins exactly when the two integer one-electron energies agree. -/
theorem constant_on_one_electron_line_iff (E : QuadraticEnergy) :
    (∀ a ∈ Icc (0 : ℝ) 1, E.corrected a (1 - a) = E.energy 1 0) ↔
      E.energy 0 1 = E.energy 1 0 := by
  -- along this line the corrected energy interpolates linearly
  have f : ∀ a : ℝ, E.corrected a (1 - a) = a * E.energy 1 0 + (1 - a) * E.energy 0 1 := by
    intro a
    have h : a + (1 - a) - 1 ≤ 0 := by linarith
    rw [corrected_eq, max_eq_left h]
    unfold QuadraticEnergy.energy
    ring
  constructor
  · intro h
    have h0 := h 0 ⟨le_refl 0, zero_le_one⟩
    rw [f] at h0
    linarith
  · intro h a _
    rw [f, h]
    ring

/-- The corrected energy is convex on the unit square exactly when the two one-electron corner
energies together do not exceed the sum of the empty and doubly occupied ones. -/
theorem corrected_convex_iff (E : QuadraticEnergy) :
    ConvexOn ℝ unitSquare (fun x : ℝ × ℝ => E.corrected x.1 x.2) ↔
      E.energy 1 0 + E.energy 0 1 ≤ E.energy 0 0 + E.energy 1 1 := by
  have key : E.energy 1 0 + E.energy 0 1 ≤ E.energy 0 0 + E.energy 1 1 ↔ 0 ≤ E.r := by
    unfold QuadraticEnergy.energy
    constructor <;> intro h <;> linarith
  rw [key]
  constructor
  · intro h
    -- test convexity at the midpoint between the empty and the doubly occupied corner
    have hm := h.2 (show ((0 : ℝ), (0 : ℝ)) ∈ unitSquare by norm_num [unitSquare])
      (show ((1 : ℝ), (1 : ℝ)) ∈ unitSquare by norm_num [unitSquare])
      (show (0 : ℝ) ≤ 1 / 2 by norm_num) (show (0 : ℝ) ≤ 1 / 2 by norm_num) (by norm_num)
    have hp : (1 / 2 : ℝ) • ((0 : ℝ), (0 : ℝ)) + (1 / 2 : ℝ) • ((1 : ℝ), (1 : ℝ))
        = (1 / 2, 1 / 2) := by
      ext <;> norm_num
    rw [hp] at hm
    have c0 := corrected_corner E 0 0 (Or.inl rfl) (Or.inl rfl)
    have c1 := corrected_corner E 1 1 (Or.inr rfl) (Or.inr rfl)
    have ch := corrected_eq E (1 / 2) (1 / 2)
    rw [max_eq_left (show (1 / 2 : ℝ) + 1 / 2 - 1 ≤ 0 by norm_num)] at ch
    simp only [smul_eq_mul, c0, c1, ch] at hm
    unfold QuadraticEnergy.energy at hm
    linarith
  · intro hr
    refine ⟨(convex_Icc 0 1).prod (convex_Icc 0 1), ?_⟩
    intro x _ y _ s t hs ht hst
    simp only [Prod.fst_add, Prod.snd_add, Prod.smul_fst, Prod.smul_snd, smul_eq_mul,
      corrected_eq]
    -- the positive part of the excess over one electron is a convex function
    have hmax : max 0 (s * x.1 + t * y.1 + (s * x.2 + t * y.2) - 1)
        ≤ s * max 0 (x.1 + x.2 - 1) + t * max 0 (y.1 + y.2 - 1) := by
      have h1 := mul_le_mul_of_nonneg_left (le_max_right 0 (x.1 + x.2 - 1)) hs
      have h2 := mul_le_mul_of_nonneg_left (le_max_right 0 (y.1 + y.2 - 1)) ht
      apply max_le
      · exact add_nonneg (mul_nonneg hs (le_max_left _ _)) (mul_nonneg ht (le_max_left _ _))
      · linarith
    have h := mul_le_mul_of_nonneg_left hmax hr
    have he : E.e0 * (s + t) = E.e0 := by rw [hst, mul_one]
    linarith

end

end FlatPlaneCorrection
```

```lean
#print axioms FlatPlaneCorrection.flat_plane
#print axioms FlatPlaneCorrection.flat_plane_unique
#print axioms FlatPlaneCorrection.constant_on_one_electron_line_iff
#print axioms FlatPlaneCorrection.corrected_convex_iff
```

```
'FlatPlaneCorrection.flat_plane' depends on axioms: [propext, Classical.choice, Quot.sound]
'FlatPlaneCorrection.flat_plane_unique' depends on axioms: [propext, Classical.choice, Quot.sound]
'FlatPlaneCorrection.constant_on_one_electron_line_iff' depends on axioms: [propext, Classical.choice, Quot.sound]
'FlatPlaneCorrection.corrected_convex_iff' depends on axioms: [propext, Classical.choice, Quot.sound]
```

## Splitting cases at one electron

The lemma `corrected_eq` carries the central identity and holds for all real occupations. Its proof splits on whether $a+b\le1$ or $1\le a+b$. In each case `nlinarith` compares the products $ab$ and $(1-a)(1-b)$, whose difference is $a+b-1$. The minimum and the maximum are then replaced by the branch that applies, and `ring` checks the remaining polynomial identity, including the cancellation of the squares.

The lemma `corrected_corner` goes through the four corners using this formula. In `flat_plane`, the two triples of plane coefficients found above are supplied explicitly. The condition defining each triangle selects the branch of the maximum, and `corrected_corner` provides the agreement at the corners.

## Solving for the planes

In `flat_plane_unique`, the facts `c00`, `c10`, `c01` and `c11` are the prescribed corner energies. After the same split at one electron, the relevant affinity hypothesis yields unknown coefficients `k`, `u` and `v`. Evaluating it at three corners gives three linear equations, which `linarith` solves. With the coefficients substituted, $F$ and $\tilde E$ are the same polynomial on that triangle.

The proof of `constant_on_one_electron_line_iff` first establishes the linear interpolation formula as `f`. One direction evaluates it at $a=0$; the other substitutes the equality of the two one-electron energies.

## The two directions of convexity

In `corrected_convex_iff`, the step `key` translates the condition on the corner energies into `0 ≤ E.r`. For necessity, the convexity inequality is applied to the empty and doubly occupied corners with weights one half. The step `hp` identifies the midpoint, and the corner lemma together with `corrected_eq` turns the inequality into a linear one in the coefficients, from which $r\ge0$ follows.

For sufficiency, the square is convex as a product of two intervals. The step `hmax` is the inequality for $g$: `max_le` reduces it to the two bounds used in the derivation, one for zero and one for the excess. It is then multiplied by $r$. The step `he` uses $s+t=1$ to match the constant $e_0$ on both sides, and `linarith` combines the terms.
